# Inverted potentials match to order k exactly when smooth orbitals with equal slope and equal nonzero value match to order k + 2

A pseudopotential can be built by replacing an all-electron radial orbital inside a radius R by a smoother one and inverting the radial Schrödinger equation, which raises the question of how smoothly the resulting potential joins the original at R. The join is modelled here by two real functions, both defined on each side of R: u is the all-electron orbital, and w is the inner pseudo-orbital together with its smooth continuation past R. Matching then means that their derivatives at R are equal.

Both are radial functions in the convention u(r) = r × (radial wavefunction), and R is the matching radius, often written r_c. In Hartree units the inverted potential, relative to the orbital energy and with the centrifugal term included, is

V_u = u'' / (2u),

and V_w is defined likewise. Let u and w be smooth at R, with u(R) = w(R) ≠ 0 and u'(R) = w'(R). Then, for every natural k, V_u and V_w have equal derivatives of orders 0 to k at R if and only if u and w have equal derivatives of orders 0 to k + 2 there.

For a single radial channel at one common energy, this tells the builder of a pseudopotential how many derivatives to match: orders 0 to 4 of the orbital for orders 0 to 2 of the potential.

## The first mismatch moves down by two orders

**A product with a vanishing factor.** Let d and h be smooth at R, with d^(j)(R) = 0 for all j < k. Then

(d h)^(k)(R) = d^(k)(R) h(R).

For k = 0 this is the definition of the product. Suppose that it holds for k, and let d vanish at all orders below k + 1. Near R,

(d h)' = d' h + d h'.

Take k derivatives at R. Since d' vanishes at all orders below k, the first term gives d^(k+1)(R) h(R). The second gives d^(k)(R) h'(R), which is zero. This is the claim for k + 1.

**The difference of two Schrödinger equations.** By continuity u and w have no node near R, so u'' = 2u V_u and w'' = 2w V_w there. Subtracting, and then adding and removing 2u V_w, gives

u'' − w'' = (V_u − V_w) · 2u + (u − w) · 2V_w.

Suppose that the orbitals match at all orders below k + 2 and the potentials at all orders below k. Take k derivatives at R and apply the product rule above to both terms. The second term gives (u − w)^(k)(R) · 2V_w(R) = 0, so

u^(k+2)(R) − w^(k+2)(R) = 2u(R) [V_u^(k)(R) − V_w^(k)(R)].

**Induction on the order.** Let P(k) say that the potentials match at all orders below k exactly when the orbitals match at all orders below k + 2. P(0) holds because value and slope agree. Given P(k), matching on either side of P(k + 1) supplies the conditions for the mismatch relation. If the potentials also match at order k, its right side is zero and the orbitals match at order k + 2. If the orbitals also match at order k + 2, its left side is zero, and division by 2u(R) gives the potentials at order k. The claim for orders 0 to k is P(k + 1).

## Orbitals, potentials and matching in Lean

```lean
import Mathlib

open Filter Topology
open scoped ContDiff

namespace PseudopotentialMatching

noncomputable section
```

The inverted potential is a pointwise quotient. Lean assigns it the value 0 at a node, but the theorems about matching assume that there is none at R.

```lean
/-- The effective potential, with the centrifugal term included and relative to the orbital energy,
obtained by inverting the radial Schrödinger equation in Hartree units: `u'' / (2 u)`, meaningful
where `u r ≠ 0`. -/
def invertedPotential (u : ℝ → ℝ) : ℝ → ℝ :=
  fun r => deriv (deriv u) r / (2 * u r)
```

The full potential restores the orbital energy `ε` and subtracts the centrifugal term for angular momentum `l`.

```lean
/-- The full inverted potential for orbital energy `ε` and angular momentum `l`, with the
centrifugal term removed; meaningful where `r ≠ 0` and `u r ≠ 0`. -/
def radialPotential (ε : ℝ) (l : ℕ) (u : ℝ → ℝ) : ℝ → ℝ :=
  fun r => (ε - l * (l + 1) / (2 * r ^ 2)) + invertedPotential u r
```

`MatchTo k f g R` includes order k itself, and `iteratedDeriv j f R` is the j-th derivative at R.

```lean
/-- Two functions match to order `k` at `R` if their derivatives of orders `0` to `k`
agree there. -/
def MatchTo (k : ℕ) (f g : ℝ → ℝ) (R : ℝ) : Prop :=
  ∀ j ≤ k, iteratedDeriv j f R = iteratedDeriv j g R
```

Smoothness at R is `ContDiffAt ℝ ∞ u R`: for each finite order, u is continuously differentiable to that order in some neighbourhood of R. The next two lemmas pass this on to derivatives and, where there is no node, to the inverted potential.

```lean
/-- The derivative of a function smooth at `R` is smooth at `R`. -/
theorem smooth_deriv {f : ℝ → ℝ} {R : ℝ} (hf : ContDiffAt ℝ ∞ f R) :
    ContDiffAt ℝ ∞ (deriv f) R := by
  show ContDiffAt ℝ ∞ (fun x => fderiv ℝ f x 1) R
  exact (hf.fderiv_right (m := ∞) (mod_cast le_top)).clm_apply contDiffAt_const

/-- The inverted potential of an orbital smooth at `R` is smooth at `R` if the orbital
has no node there. -/
theorem smooth_invertedPotential {u : ℝ → ℝ} {R : ℝ} (hu : ContDiffAt ℝ ∞ u R)
    (h0 : u R ≠ 0) : ContDiffAt ℝ ∞ (invertedPotential u) R :=
  (smooth_deriv (smooth_deriv hu)).div (contDiffAt_const.mul hu)
    (mul_ne_zero two_ne_zero h0)
```

## The product lemma and the mismatch relation

The product lemma is proved for all d and h at once, because the induction step uses it for the pairs (d', h) and (d, h'). The statement `e` is the product rule as an equality near R, written `=ᶠ[𝓝 R]`; equality at the single point R would not allow further differentiation.

```lean
/-- For `d` and `h` smooth at `R`, if all derivatives of `d` of order below `k` vanish at `R`,
then the `k`-th derivative of `d h` at `R` is the `k`-th derivative of `d` times `h R`. -/
theorem iteratedDeriv_mul_of_vanishing {R : ℝ} (k : ℕ) : ∀ {d h : ℝ → ℝ},
    ContDiffAt ℝ ∞ d R → ContDiffAt ℝ ∞ h R → (∀ j < k, iteratedDeriv j d R = 0) →
    iteratedDeriv k (d * h) R = iteratedDeriv k d R * h R := by
  induction k with
  | zero => intro d h _ _ _; simp [iteratedDeriv_zero]
  | succ k ih =>
    intro d h hd hh hv
    have diff : ∀ {f : ℝ → ℝ}, ContDiffAt ℝ ∞ f R → ∀ᶠ x in 𝓝 R, DifferentiableAt ℝ f x := by
      intro f hf
      have h1 : ContDiffAt ℝ 1 f R := hf.of_le (mod_cast le_top)
      filter_upwards [h1.eventually (by simp)] with x hx
      exact hx.differentiableAt (by simp)
    -- the product rule holds in a neighbourhood of R
    have e : deriv (d * h) =ᶠ[𝓝 R] deriv d * h + d * deriv h := by
      filter_upwards [diff hd, diff hh] with x hx hy
      exact (hx.hasDerivAt.mul hy.hasDerivAt).deriv
    have h1 : iteratedDeriv (k + 1) (d * h) R = iteratedDeriv k (deriv (d * h)) R := by
      rw [iteratedDeriv_succ']
    have h2 : iteratedDeriv (k + 1) d R = iteratedDeriv k (deriv d) R := by
      rw [iteratedDeriv_succ']
    have h3 : ∀ j < k, iteratedDeriv j (deriv d) R = 0 := by
      intro j hj
      rw [← iteratedDeriv_succ']
      exact hv (j + 1) (by omega)
    have sA : ContDiffAt ℝ ∞ (deriv d * h) R := (smooth_deriv hd).mul hh
    have sB : ContDiffAt ℝ ∞ (d * deriv h) R := hd.mul (smooth_deriv hh)
    rw [h1, h2, e.iteratedDeriv_eq k,
      iteratedDeriv_add (contDiffAt_infty.1 sA k) (contDiffAt_infty.1 sB k),
      ih (smooth_deriv hd) hh h3, ih hd (smooth_deriv hh) (fun j hj => hv j (by omega)),
      hv k (by omega)]
    ring
```

In `mismatch_step`, `e` is the subtracted Schrödinger equation. `p1` evaluates the term with the potential difference, and `p2` shows that the term with the orbital difference vanishes. `key` is the k-th derivative of `e` at R, and `linear_combination key` rearranges it into the stated relation.

```lean
/-- For smooth orbitals without a node at `R`, matched below order `k + 2`, whose potentials
match below order `k`, the mismatch of the orbitals at order `k + 2` is `2 u(R)` times the
mismatch of the potentials at order `k`. -/
theorem mismatch_step {u w : ℝ → ℝ} {R : ℝ} (hu : ContDiffAt ℝ ∞ u R)
    (hw : ContDiffAt ℝ ∞ w R) (hu0 : u R ≠ 0) (hw0 : w R ≠ 0) (k : ℕ)
    (hU : ∀ j < k + 2, iteratedDeriv j u R = iteratedDeriv j w R)
    (hV : ∀ j < k, iteratedDeriv j (invertedPotential u) R
      = iteratedDeriv j (invertedPotential w) R) :
    iteratedDeriv (k + 2) u R - iteratedDeriv (k + 2) w R
      = 2 * u R * (iteratedDeriv k (invertedPotential u) R
        - iteratedDeriv k (invertedPotential w) R) := by
  have sVu := smooth_invertedPotential hu hu0
  have sVw := smooth_invertedPotential hw hw0
  have s2u : ContDiffAt ℝ ∞ (fun r => 2 * u r) R := contDiffAt_const.mul hu
  have s2V : ContDiffAt ℝ ∞ (fun r => 2 * invertedPotential w r) R := contDiffAt_const.mul sVw
  have sub : ∀ {f g : ℝ → ℝ}, ContDiffAt ℝ ∞ f R → ContDiffAt ℝ ∞ g R → ∀ j : ℕ,
      iteratedDeriv j (f - g) R = iteratedDeriv j f R - iteratedDeriv j g R :=
    fun hf hg j => iteratedDeriv_sub (contDiffAt_infty.1 hf j) (contDiffAt_infty.1 hg j)
  -- subtract the two Schrödinger equations near R
  have e : deriv (deriv u) - deriv (deriv w) =ᶠ[𝓝 R]
      (invertedPotential u - invertedPotential w) * (fun r => 2 * u r)
        + (u - w) * (fun r => 2 * invertedPotential w r) := by
    filter_upwards [hu.continuousAt.eventually_ne hu0, hw.continuousAt.eventually_ne hw0]
      with x hx hy
    have a : deriv (deriv u) x = 2 * u x * invertedPotential u x := by
      unfold invertedPotential
      field_simp
    have b : deriv (deriv w) x = 2 * w x * invertedPotential w x := by
      unfold invertedPotential
      field_simp
    simp only [Pi.sub_apply, Pi.add_apply, Pi.mul_apply]
    rw [a, b]
    ring
  have sD : ContDiffAt ℝ ∞ (invertedPotential u - invertedPotential w) R := sVu.sub sVw
  have sE : ContDiffAt ℝ ∞ (u - w) R := hu.sub hw
  have sP : ContDiffAt ℝ ∞
      ((invertedPotential u - invertedPotential w) * (fun r => 2 * u r)) R := sD.mul s2u
  have sQ : ContDiffAt ℝ ∞ ((u - w) * (fun r => 2 * invertedPotential w r)) R := sE.mul s2V
  -- only the leading mismatch of the potentials survives
  have p1 : iteratedDeriv k
      ((invertedPotential u - invertedPotential w) * (fun r => 2 * u r)) R
      = (iteratedDeriv k (invertedPotential u) R
        - iteratedDeriv k (invertedPotential w) R) * (2 * u R) := by
    rw [← sub sVu sVw]
    exact iteratedDeriv_mul_of_vanishing k sD s2u
      (fun j hj => by rw [sub sVu sVw, hV j hj, sub_self])
  have p2 : iteratedDeriv k ((u - w) * (fun r => 2 * invertedPotential w r)) R = 0 :=
    (iteratedDeriv_mul_of_vanishing k sE s2V
      (fun j hj => by rw [sub hu hw, hU j (by omega), sub_self])).trans
      (by rw [sub hu hw, hU k (by omega), sub_self, zero_mul])
  have t : ∀ v : ℝ → ℝ,
      iteratedDeriv (k + 2) v R = iteratedDeriv k (deriv (deriv v)) R := by
    intro v
    show iteratedDeriv (k + 1 + 1) v R = _
    rw [iteratedDeriv_succ', iteratedDeriv_succ']
  have key := e.iteratedDeriv_eq k
  rw [sub (smooth_deriv (smooth_deriv hu)) (smooth_deriv (smooth_deriv hw)),
    iteratedDeriv_add (contDiffAt_infty.1 sP k) (contDiffAt_infty.1 sQ k), p1, p2] at key
  rw [t u, t w]
  linear_combination key
```

## From one order to all orders

`match_below_iff` is P(k). Strict bounds let the induction start from value and slope alone. In each direction `by_cases` separates the orders already settled by the induction hypothesis from the one new order, which `mismatch_step` decides.

```lean
/-- For smooth orbitals with equal value and slope at `R` and no node there, the potentials
match at all orders below `k` exactly when the orbitals match at all orders below `k + 2`. -/
theorem match_below_iff {u w : ℝ → ℝ} {R : ℝ} (hu : ContDiffAt ℝ ∞ u R)
    (hw : ContDiffAt ℝ ∞ w R) (hu0 : u R ≠ 0) (h0 : u R = w R)
    (h1 : deriv u R = deriv w R) (k : ℕ) :
    (∀ j < k, iteratedDeriv j (invertedPotential u) R
      = iteratedDeriv j (invertedPotential w) R) ↔
    ∀ j < k + 2, iteratedDeriv j u R = iteratedDeriv j w R := by
  have hw0 : w R ≠ 0 := h0 ▸ hu0
  induction k with
  | zero =>
    refine ⟨fun _ j hj => ?_, fun _ j hj => absurd hj (Nat.not_lt_zero j)⟩
    have hj' : j = 0 ∨ j = 1 := by omega
    rcases hj' with h | h
    · rw [h, iteratedDeriv_zero, iteratedDeriv_zero, h0]
    · rw [h, iteratedDeriv_one, iteratedDeriv_one, h1]
  | succ k ih =>
    constructor
    · intro hV j hj
      have hU := ih.1 (fun i hi => hV i (by omega))
      by_cases hjk : j < k + 2
      · exact hU j hjk
      · have hj' : j = k + 2 := by omega
        have s := mismatch_step hu hw hu0 hw0 k hU (fun i hi => hV i (by omega))
        rw [hV k (by omega), sub_self, mul_zero] at s
        rw [hj']
        exact sub_eq_zero.1 s
    · intro hU j hj
      have hV := ih.2 (fun i hi => hU i (by omega))
      by_cases hjk : j < k
      · exact hV j hjk
      · have hj' : j = k := by omega
        have s := mismatch_step hu hw hu0 hw0 k (fun i hi => hU i (by omega)) hV
        rw [hU (k + 2) (by omega), sub_self] at s
        rw [hj']
        -- the absence of a node allows division by 2 u(R)
        exact sub_eq_zero.1 ((mul_eq_zero.1 s.symm).resolve_left (mul_ne_zero two_ne_zero hu0))
```

The main theorem is P(k + 1) in the inclusive language of `MatchTo`. The hypothesis `hu0` excludes a node of u at R, and with `h0` it does the same for w.

```lean
/-- For smooth orbitals with equal value and slope at `R` and no node there, the inverted
potentials match to order `k` if and only if the orbitals match to order `k + 2`. -/
theorem potential_match_iff {u w : ℝ → ℝ} {R : ℝ} (hu : ContDiffAt ℝ ∞ u R)
    (hw : ContDiffAt ℝ ∞ w R) (hu0 : u R ≠ 0) (h0 : u R = w R)
    (h1 : deriv u R = deriv w R) (k : ℕ) :
    MatchTo k (invertedPotential u) (invertedPotential w) R ↔ MatchTo (k + 2) u w R := by
  have h := match_below_iff hu hw hu0 h0 h1 (k + 1)
  exact ⟨fun hV j hj => h.1 (fun i hi => hV i (by omega)) j (by omega),
    fun hU j hj => h.2 (fun i hi => hU i (by omega)) j (by omega)⟩
```

If the orbitals match only to order k + 1, the mismatch relation gives the size of the jump in the k-th derivative of the potential. For k = 0, the step in the potential at R is the step in the second derivative of the orbital divided by 2u(R).

```lean
/-- If smooth orbitals without a node at `R` match to order `k + 1`, the jump in the `k`-th
derivative of the potential is the jump in the `(k + 2)`-th derivative of the orbital
divided by `2 u(R)`. -/
theorem potential_jump {u w : ℝ → ℝ} {R : ℝ} (hu : ContDiffAt ℝ ∞ u R)
    (hw : ContDiffAt ℝ ∞ w R) (hu0 : u R ≠ 0) (k : ℕ) (hU : MatchTo (k + 1) u w R) :
    iteratedDeriv k (invertedPotential u) R - iteratedDeriv k (invertedPotential w) R
      = (iteratedDeriv (k + 2) u R - iteratedDeriv (k + 2) w R) / (2 * u R) := by
  have h0 : u R = w R := by simpa only [iteratedDeriv_zero] using hU 0 (by omega)
  have h1 : deriv u R = deriv w R := by simpa only [iteratedDeriv_one] using hU 1 (by omega)
  have hU' : ∀ j < k + 2, iteratedDeriv j u R = iteratedDeriv j w R :=
    fun j hj => hU j (by omega)
  rw [mismatch_step hu hw hu0 (h0 ▸ hu0) k hU' ((match_below_iff hu hw hu0 h0 h1 k).2 hU')]
  exact (mul_div_cancel_left₀ _ (mul_ne_zero two_ne_zero hu0)).symm
```

At R ≠ 0 the energy and centrifugal terms are smooth and common to both potentials. `split` separates their derivatives from those of the inverted potential, and they cancel from each equality.

```lean
/-- At `R ≠ 0`, for smooth orbitals with equal value and slope and no node there, the full
radial potentials at common energy and angular momentum match to order `k` if and only if
the orbitals match to order `k + 2`. -/
theorem radialPotential_match_iff {u w : ℝ → ℝ} {R : ℝ} (hR : R ≠ 0)
    (hu : ContDiffAt ℝ ∞ u R) (hw : ContDiffAt ℝ ∞ w R) (hu0 : u R ≠ 0) (h0 : u R = w R)
    (h1 : deriv u R = deriv w R) (ε : ℝ) (l k : ℕ) :
    MatchTo k (radialPotential ε l u) (radialPotential ε l w) R ↔ MatchTo (k + 2) u w R := by
  rw [← potential_match_iff hu hw hu0 h0 h1 k]
  let c : ℝ → ℝ := fun r => ε - l * (l + 1) / (2 * r ^ 2)
  have hc : ContDiffAt ℝ ∞ c R :=
    contDiffAt_const.sub (contDiffAt_const.div (contDiffAt_const.mul (contDiffAt_id.pow 2))
      (mul_ne_zero two_ne_zero (pow_ne_zero 2 hR)))
  -- the common energy and centrifugal terms add the same derivative on both sides
  have split : ∀ {v : ℝ → ℝ}, ContDiffAt ℝ ∞ v R → v R ≠ 0 → ∀ j : ℕ,
      iteratedDeriv j (radialPotential ε l v) R
        = iteratedDeriv j c R + iteratedDeriv j (invertedPotential v) R := by
    intro v hv hv0 j
    exact iteratedDeriv_add (contDiffAt_infty.1 hc j)
      (contDiffAt_infty.1 (smooth_invertedPotential hv hv0) j)
  unfold MatchTo
  refine forall_congr' fun j => forall_congr' fun _ => ?_
  rw [split hu hu0, split hw (h0 ▸ hu0)]
  exact add_right_inj _
```

## Equal values with unequal slopes

Equality of the values at R is not enough for matching potentials to imply matching orbitals. The functions exp(r) and exp(−r) both have the constant inverted potential 1/2 and both equal 1 at r = 0, yet their slopes there are 1 and −1. They are not physical radial orbitals, which vanish at r = 0, but the shifted functions exp(r − R) and exp(R − r) show the same local behaviour at a radius R > 0. The proof computes the derivatives and compares them.

```lean
/-- The functions `exp r` and `exp (-r)` have the same constant inverted potential `1/2` and the
same value at `0`, but different slopes there. -/
theorem slope_matching_needed :
    (∀ r, invertedPotential Real.exp r = 1 / 2) ∧
    (∀ r, invertedPotential (fun x => Real.exp (-x)) r = 1 / 2) ∧
    Real.exp 0 = Real.exp (-0) ∧
    deriv Real.exp 0 ≠ deriv (fun x => Real.exp (-x)) 0 := by
  have hd : ∀ r : ℝ, HasDerivAt (fun x => Real.exp (-x)) (-Real.exp (-r)) r := by
    intro r
    simpa using (hasDerivAt_neg r).exp
  have d1 : deriv (fun x : ℝ => Real.exp (-x)) = fun x => -Real.exp (-x) :=
    funext fun r => (hd r).deriv
  have d2 : deriv (fun x : ℝ => -Real.exp (-x)) = fun x => Real.exp (-x) :=
    funext fun r => ((hd r).fun_neg.deriv).trans (neg_neg _)
  refine ⟨fun r => ?_, fun r => ?_, by rw [neg_zero], ?_⟩
  · have := Real.exp_ne_zero r
    unfold invertedPotential
    rw [Real.deriv_exp, Real.deriv_exp]
    field_simp
  · have := Real.exp_ne_zero (-r)
    unfold invertedPotential
    rw [d1, d2]
    field_simp
  · rw [Real.deriv_exp, d1]
    norm_num

end

end PseudopotentialMatching
```

```lean
#print axioms PseudopotentialMatching.potential_match_iff
#print axioms PseudopotentialMatching.potential_jump
#print axioms PseudopotentialMatching.radialPotential_match_iff
#print axioms PseudopotentialMatching.slope_matching_needed
```

```
'PseudopotentialMatching.potential_match_iff' depends on axioms: [propext, Classical.choice, Quot.sound]
'PseudopotentialMatching.potential_jump' depends on axioms: [propext, Classical.choice, Quot.sound]
'PseudopotentialMatching.radialPotential_match_iff' depends on axioms: [propext, Classical.choice, Quot.sound]
'PseudopotentialMatching.slope_matching_needed' depends on axioms: [propext, Classical.choice, Quot.sound]
```

## The join as a single function

The step left to the reader is the gluing: the actual pseudo-orbital equals w inside R and u outside, and equal derivatives of the two branches have to be translated into differentiability of the joined function.

A different model would take that joined function p as its only object and ask when p''/(2p) extends to a k times continuously differentiable function near R. The statement would then speak directly about the pseudopotential, but its proof would also have to deal with the point R itself, where p'' may not exist, for example through one-sided derivatives. With two functions, each smooth at R, ordinary derivatives suffice.
